# Matrix products keep power-law decay on a finite set of orbitals

## Distance between orbitals

A matrix index carries no position, so a statement about spatial decay must first say what the distance between two indices is. Here the indices are orbitals \(i,j,k\) from a finite set, taken to be nonempty in the derivations because the results are trivial for an empty one, and \(d(i,j)\) is a pseudometric: it is symmetric, satisfies the triangle inequality and vanishes for \(i=j\), but it may also vanish for two different orbitals. Several orbitals can therefore sit on one atom.

For an exponent \(s\ge 0\), define the weight

\[
w_{ij}=(1+d(i,j))^{-s}.
\]

The 1 fixes a unit of length, in which \(d\) is measured, and gives \(w_{ii}=1\). A matrix \(A\) decays with constant \(C\) if \(|A_{ij}|\le C\,w_{ij}\) for all \(i,j\).

The second ingredient is a number \(K\) with \(\sum_j w_{ij}\le K\) for every \(i\). It measures how much total weight one orbital sees around it. Every finite system has such a \(K\), and the bounds below are uniform in the size of the system if \(K\) and the decay constants of the given matrices do not depend on it. For orbitals of bounded density in \(D_0\)-dimensional space, such a size-independent \(K\) exists when \(s>D_0\).

## The product bound and its consequences

If \(A\) and \(B\) decay with exponent \(s\) and constants \(C\) and \(D\), then

\[
|(AB)_{ij}|\le 2^{s+1}KCD\,w_{ij}.
\]

The exponent is unchanged; only the constant is different. Write \(q=2^{s+1}KC\). Three consequences follow:

- \(A^{n+1}\) decays with constant \(q^nC\) for every \(n\ge 0\).
- If \(q<1\), and \(X=Y+AX\) where \(Y\) decays with constant \(D\), then \(X\) decays with constant \(D/(1-q)\).
- If \(q<1\), then \(1-A\) is invertible and its inverse decays with constant \(1/(1-q)\).

The condition \(q<1\) stands for weak coupling: the constant \(C\), which bounds every entry of \(A\) including the diagonal ones, must be smaller than \(1/(2^{s+1}K)\). The larger the total weight \(K\), the smaller the entries must be. It is sufficient for invertibility, not necessary.

In linear-scaling electronic structure, matrices in a localised basis are often truncated at a distance. If the factors are already known to decay, the product bound limits how large the distant entries of their product can be. For an overlap matrix \(S=1-A\), the last consequence does the same for the inverse, but only if the overlaps are very small: since \(K\ge w_{ii}=1\), the condition \(q<1\) forces \(|A_{ij}|<2^{-(s+1)}\), which is below \(1/16\) for \(s>3\). Orbitals on neighbouring atoms in common atomic-orbital bases often overlap more than that.

## Derivation by the longer leg

Consider a path \(i\to k\to j\), and let \(L\) be the length of its longer leg. The triangle inequality gives

\[
1+d(i,j)\le 1+d(i,k)+d(k,j)\le 1+2L\le 2(1+L).
\]

Since \(s\ge0\), raising this to the power \(-s\) reverses the inequality, so \((1+L)^{-s}\le 2^s w_{ij}\). The longer leg thus already has the required decay. The other leg keeps its own weight, which is at most the sum of both:

\[
w_{ik}w_{kj}\le 2^s w_{ij}\,(w_{ik}+w_{kj}).
\]

Now sum over \(k\). The first term on the right gives a row sum and the second a column sum, which is also at most \(K\) because \(d\) is symmetric. Hence

\[
\sum_k w_{ik}w_{kj}\le 2^{s+1}K\,w_{ij}.
\]

The constants \(C\) and \(D\) are nonnegative, since \(0\le|A_{ii}|\le C\) and likewise for \(B\). The product bound follows:

\[
|(AB)_{ij}|\le\sum_k|A_{ik}||B_{kj}|\le CD\sum_k w_{ik}w_{kj}\le 2^{s+1}KCD\,w_{ij}.
\]

For powers, \(A^1\) has constant \(C\), and each further factor \(A\) multiplies the constant by \(q\).

## From products to inverses

Let \(X=Y+AX\), and let \(M\) be the largest value of \(|X_{ij}|/w_{ij}\), attained at a pair \((a,b)\). Then \(M\) is the best decay constant of \(X\), and the product bound applied to \(AX\) gives

\[
M w_{ab}=|X_{ab}|\le |Y_{ab}|+|(AX)_{ab}|\le D w_{ab}+qM w_{ab}.
\]

Dividing by \(w_{ab}>0\) gives \(M\le D+qM\), so \(M\le D/(1-q)\) when \(q<1\).

Suppose \((1-A)v=0\). The matrix \(X\) whose columns all equal \(v\) satisfies \(X=0+AX\). Its source has constant 0, so \(X=0\) and \(v=0\). Therefore \(1-A\) is invertible. Its inverse \(G\) satisfies \(G=1+AG\), and the identity matrix decays with constant 1, which gives the constant \(1/(1-q)\).

## Why the exponent does not improve

Let \(W\) be the matrix of weights. For \(i\ne j\), keep only \(k=i\) and \(k=j\) in its square:

\[
(W^2)_{ij}\ge w_{ii}w_{ij}+w_{ij}w_{jj}=2w_{ij}.
\]

A bound on \(W^2\) with a larger exponent \(t>s\) would thus need a constant of at least \(2(1+d(i,j))^{t-s}\), which grows with the extent of the system.

## The Lean file

```lean
import Mathlib

open Finset

namespace PowerLawDecay

noncomputable section

variable {ι : Type*} [Fintype ι] [PseudoMetricSpace ι]

/-- The power-law weight `(1 + d(i,j))^(-s)` between the orbitals `i` and `j`. -/
def decayWeight {ι : Type*} [PseudoMetricSpace ι] (s : ℝ) (i j : ι) : ℝ :=
  (1 + dist i j) ^ (-s)

/-- The matrix `A` decays with exponent `s` and constant `C`:
`|A_ij| ≤ C (1 + d(i,j))^(-s)` for all orbitals `i` and `j`. -/
def HasPowerDecay {ι : Type*} [PseudoMetricSpace ι] (s C : ℝ) (A : Matrix ι ι ℂ) : Prop :=
  ∀ i j, ‖A i j‖ ≤ C * decayWeight s i j

/-- The power-law weight is positive. -/
theorem decayWeight_pos {ι : Type*} [PseudoMetricSpace ι] (s : ℝ) (i j : ι) :
    0 < decayWeight s i j :=
  Real.rpow_pos_of_pos (by linarith [dist_nonneg (x := i) (y := j)]) _

/-- For `s ≥ 0`, the weight of a path from `i` to `j` through `k` is at most `2^s` times the
direct weight times the sum of the weights of the two legs. -/
theorem decayWeight_mul_le {ι : Type*} [PseudoMetricSpace ι] {s : ℝ} (hs : 0 ≤ s) (i k j : ι) :
    decayWeight s i k * decayWeight s k j ≤
      2 ^ s * decayWeight s i j * (decayWeight s i k + decayWeight s k j) := by
  have tri := dist_triangle i k j
  have hd : 0 ≤ dist i j := dist_nonneg
  have hik := decayWeight_pos s i k
  have hkj := decayWeight_pos s k j
  have hij := decayWeight_pos s i j
  have h2 : (0 : ℝ) < 2 ^ s := Real.rpow_pos_of_pos (by norm_num) _
  -- a leg at least half as long as the direct distance has at most `2^s` times the direct weight
  have key : ∀ x : ℝ, 0 ≤ x → 1 + dist i j ≤ 2 * (1 + x) →
      (1 + x) ^ (-s) ≤ 2 ^ s * decayWeight s i j := by
    intro x hx h
    have hX : 0 < (1 + x) ^ s := Real.rpow_pos_of_pos (by linarith) _
    have hY : 0 < (1 + dist i j) ^ s := Real.rpow_pos_of_pos (by linarith) _
    have hle : (1 + dist i j) ^ s ≤ 2 ^ s * (1 + x) ^ s := by
      rw [← Real.mul_rpow (by norm_num) (by linarith)]
      exact Real.rpow_le_rpow (by linarith) h hs
    unfold decayWeight
    rw [Real.rpow_neg (by linarith), Real.rpow_neg (by linarith), ← div_eq_mul_inv,
      le_div_iff₀ hY, inv_mul_le_iff₀ hX]
    linarith
  -- the longer leg carries the decay
  rcases le_total (dist i k) (dist k j) with h | h
  · have h1 : decayWeight s k j ≤ 2 ^ s * decayWeight s i j :=
      key _ dist_nonneg (by linarith)
    nlinarith [mul_le_mul_of_nonneg_left h1 hik.le, mul_pos (mul_pos h2 hij) hkj]
  · have h1 : decayWeight s i k ≤ 2 ^ s * decayWeight s i j :=
      key _ dist_nonneg (by linarith)
    nlinarith [mul_le_mul_of_nonneg_right h1 hkj.le, mul_pos (mul_pos h2 hij) hik]

/-- For `s ≥ 0` and weights with row sums at most `K`, the sum over all intermediate orbitals
of the two-leg weights is at most `2^(s+1) K` times the direct weight. -/
theorem sum_decayWeight_mul_le {s K : ℝ} (hs : 0 ≤ s)
    (hK : ∀ i : ι, ∑ j, decayWeight s i j ≤ K) (i j : ι) :
    ∑ k, decayWeight s i k * decayWeight s k j ≤ 2 ^ (s + 1) * K * decayWeight s i j := by
  have hij := decayWeight_pos s i j
  have h2 : (0 : ℝ) < 2 ^ s := Real.rpow_pos_of_pos (by norm_num) _
  have hcol : ∑ k, decayWeight s k j ≤ K := by
    have e : ∑ k, decayWeight s k j = ∑ k, decayWeight s j k :=
      Finset.sum_congr rfl fun k _ => by unfold decayWeight; rw [dist_comm]
    rw [e]
    exact hK j
  calc ∑ k, decayWeight s i k * decayWeight s k j
      ≤ ∑ k, 2 ^ s * decayWeight s i j * (decayWeight s i k + decayWeight s k j) :=
        Finset.sum_le_sum fun k _ => decayWeight_mul_le hs i k j
    _ = 2 ^ s * decayWeight s i j * (∑ k, decayWeight s i k + ∑ k, decayWeight s k j) := by
        rw [← Finset.mul_sum, Finset.sum_add_distrib]
    _ ≤ 2 ^ s * decayWeight s i j * (K + K) :=
        mul_le_mul_of_nonneg_left (add_le_add (hK i) hcol) (mul_pos h2 hij).le
    _ = 2 ^ (s + 1) * K * decayWeight s i j := by
        rw [Real.rpow_add_one (by norm_num)]
        ring

/-- Matrix products keep the power-law exponent: for `s ≥ 0` and weights with row sums at most
`K`, if `A` and `B` decay with constants `C` and `D`, then `AB` decays with the same exponent
and constant `2^(s+1) K C D`. -/
theorem mul_decay {s K C D : ℝ} (hs : 0 ≤ s) (hK : ∀ i : ι, ∑ j, decayWeight s i j ≤ K)
    {A B : Matrix ι ι ℂ} (hA : HasPowerDecay s C A) (hB : HasPowerDecay s D B) :
    HasPowerDecay s (2 ^ (s + 1) * K * C * D) (A * B) := by
  intro i j
  have hC : 0 ≤ C :=
    (mul_nonneg_iff_of_pos_right (decayWeight_pos s i i)).1 ((norm_nonneg _).trans (hA i i))
  have hD : 0 ≤ D :=
    (mul_nonneg_iff_of_pos_right (decayWeight_pos s i i)).1 ((norm_nonneg _).trans (hB i i))
  calc ‖(A * B) i j‖ = ‖∑ k, A i k * B k j‖ := by rw [Matrix.mul_apply]
    _ ≤ ∑ k, ‖A i k * B k j‖ := norm_sum_le _ _
    _ ≤ ∑ k, (C * decayWeight s i k) * (D * decayWeight s k j) :=
        Finset.sum_le_sum fun k _ => (norm_mul _ _).le.trans
          (mul_le_mul (hA i k) (hB k j) (norm_nonneg _)
            (mul_nonneg hC (decayWeight_pos s i k).le))
    _ = C * D * ∑ k, decayWeight s i k * decayWeight s k j := by
        rw [Finset.mul_sum]
        exact Finset.sum_congr rfl fun k _ => by ring
    _ ≤ C * D * (2 ^ (s + 1) * K * decayWeight s i j) :=
        mul_le_mul_of_nonneg_left (sum_decayWeight_mul_le hs hK i j) (mul_nonneg hC hD)
    _ = 2 ^ (s + 1) * K * C * D * decayWeight s i j := by ring

/-- For `s ≥ 0` and weights with row sums at most `K`, every positive power `A^(n+1)` of a
matrix decaying with constant `C` keeps the exponent, with constant `(2^(s+1) K C)^n C`. -/
theorem pow_decay [DecidableEq ι] {s K C : ℝ} (hs : 0 ≤ s)
    (hK : ∀ i : ι, ∑ j, decayWeight s i j ≤ K)
    {A : Matrix ι ι ℂ} (hA : HasPowerDecay s C A) (n : ℕ) :
    HasPowerDecay s ((2 ^ (s + 1) * K * C) ^ n * C) (A ^ (n + 1)) := by
  induction n with
  | zero => simpa using hA
  | succ n ih =>
    have h := mul_decay hs hK ih hA
    rw [← pow_succ] at h
    have e : 2 ^ (s + 1) * K * ((2 ^ (s + 1) * K * C) ^ n * C) * C =
        (2 ^ (s + 1) * K * C) ^ (n + 1) * C := by
      rw [pow_succ (2 ^ (s + 1) * K * C) n]
      ring
    rwa [e] at h

/-- Let `s ≥ 0`, let the weights have row sums at most `K`, and let `A` and `Y` decay with
constants `C` and `D`, where `2^(s+1) K C < 1`. Then any solution of the Dyson-type equation
`X = Y + A X` decays with the same exponent and constant `D / (1 - 2^(s+1) K C)`. -/
theorem dyson_decay {s K C D : ℝ} (hs : 0 ≤ s) (hK : ∀ i : ι, ∑ j, decayWeight s i j ≤ K)
    {A X Y : Matrix ι ι ℂ} (hA : HasPowerDecay s C A) (hY : HasPowerDecay s D Y)
    (hsmall : 2 ^ (s + 1) * K * C < 1) (hX : X = Y + A * X) :
    HasPowerDecay s (D / (1 - 2 ^ (s + 1) * K * C)) X := by
  intro i j
  -- the best decay constant `M` of `X` is attained at some pair of orbitals
  obtain ⟨M, hM, a, b, hab⟩ : ∃ M, HasPowerDecay s M X ∧
      ∃ a b, ‖X a b‖ = M * decayWeight s a b := by
    have : Nonempty (ι × ι) := ⟨(i, j)⟩
    obtain ⟨p, hp⟩ := Finite.exists_max
      (fun p : ι × ι => ‖X p.1 p.2‖ / decayWeight s p.1 p.2)
    refine ⟨‖X p.1 p.2‖ / decayWeight s p.1 p.2, fun a b => ?_, p.1, p.2, ?_⟩
    · exact (div_le_iff₀ (decayWeight_pos s a b)).1 (hp (a, b))
    · exact (div_mul_cancel₀ _ (decayWeight_pos s p.1 p.2).ne').symm
  have e : X a b = Y a b + (A * X) a b := congrFun (congrFun hX a) b
  have h1 : ‖X a b‖ ≤ ‖Y a b‖ + ‖(A * X) a b‖ :=
    (congrArg norm e).le.trans (norm_add_le _ _)
  have h2 := mul_decay hs hK hA hM a b
  -- inserting the equation once bounds `M` by itself
  have h3 : M ≤ D + 2 ^ (s + 1) * K * C * M := by
    refine le_of_mul_le_mul_right ?_ (decayWeight_pos s a b)
    rw [add_mul]
    linarith [hY a b]
  have h4 : M ≤ D / (1 - 2 ^ (s + 1) * K * C) := by
    rw [le_div_iff₀ (by linarith)]
    linarith
  exact (hM i j).trans (mul_le_mul_of_nonneg_right h4 (decayWeight_pos s i j).le)

/-- Let `s ≥ 0`, let the weights have row sums at most `K`, and let `A` decay with constant `C`,
where `2^(s+1) K C < 1`. Then `1 - A` is invertible and its inverse decays with the same
exponent and constant `1 / (1 - 2^(s+1) K C)`. -/
theorem inverse_decay [DecidableEq ι] {s K C : ℝ} (hs : 0 ≤ s)
    (hK : ∀ i : ι, ∑ j, decayWeight s i j ≤ K) {A : Matrix ι ι ℂ}
    (hA : HasPowerDecay s C A) (hsmall : 2 ^ (s + 1) * K * C < 1) :
    IsUnit (1 - A).det ∧ HasPowerDecay s (1 / (1 - 2 ^ (s + 1) * K * C)) (1 - A)⁻¹ := by
  have hdet : IsUnit (1 - A).det := by
    rw [isUnit_iff_ne_zero]
    intro h0
    -- a null vector, repeated as columns, solves the equation with zero source
    obtain ⟨v, hv, hv0⟩ := Matrix.exists_mulVec_eq_zero_iff.2 h0
    rw [Matrix.sub_mulVec, Matrix.one_mulVec, sub_eq_zero] at hv0
    have hX : (Matrix.of fun i (_ : ι) => v i) =
        0 + A * (Matrix.of fun i (_ : ι) => v i) := by
      ext i j
      rw [zero_add]
      exact congrFun hv0 i
    have hz : HasPowerDecay s 0 (0 : Matrix ι ι ℂ) := fun i j => by simp
    have hdec := dyson_decay hs hK hA hz hsmall hX
    apply hv
    funext i
    simpa using hdec i i
  refine ⟨hdet, ?_⟩
  have hone : HasPowerDecay s 1 (1 : Matrix ι ι ℂ) := by
    intro i j
    by_cases h : i = j
    · subst h
      simp [decayWeight]
    · simp [Matrix.one_apply_ne h, (decayWeight_pos s i j).le]
  have h := Matrix.mul_nonsing_inv _ hdet
  rw [sub_mul, one_mul] at h
  exact dyson_decay hs hK hA hone hsmall (sub_eq_iff_eq_add.1 h)

/-- The square of the weight matrix is, between two different orbitals, at least twice the
weight itself. -/
theorem weight_sq_lower_bound (s : ℝ) {i j : ι} (hij : i ≠ j) :
    2 * decayWeight s i j ≤
      (Matrix.of (decayWeight s) * Matrix.of (decayWeight s) : Matrix ι ι ℝ) i j := by
  classical
  have hself : ∀ k : ι, decayWeight s k k = 1 := fun k => by simp [decayWeight]
  -- keep only the intermediate orbitals `i` and `j`
  have h : ∑ k ∈ ({i, j} : Finset ι), decayWeight s i k * decayWeight s k j ≤
      ∑ k, decayWeight s i k * decayWeight s k j :=
    Finset.sum_le_sum_of_subset_of_nonneg (Finset.subset_univ _)
      fun k _ _ => (mul_pos (decayWeight_pos s i k) (decayWeight_pos s k j)).le
  rw [Finset.sum_pair hij, hself, hself] at h
  rw [Matrix.mul_apply]
  simp only [Matrix.of_apply]
  linarith

end

end PowerLawDecay
```

```lean
#print axioms PowerLawDecay.mul_decay
#print axioms PowerLawDecay.pow_decay
#print axioms PowerLawDecay.inverse_decay
#print axioms PowerLawDecay.weight_sq_lower_bound
```

```
'PowerLawDecay.mul_decay' depends on axioms: [propext, Classical.choice, Quot.sound]
'PowerLawDecay.pow_decay' depends on axioms: [propext, Classical.choice, Quot.sound]
'PowerLawDecay.inverse_decay' depends on axioms: [propext, Classical.choice, Quot.sound]
'PowerLawDecay.weight_sq_lower_bound' depends on axioms: [propext, Classical.choice, Quot.sound]
```

## Reading the formal statements

The type `ι` is the set of orbitals, and `PseudoMetricSpace ι` supplies the distance `dist i j`. The weight \(w_{ij}\) is `decayWeight s i j`, with a real exponent, and `HasPowerDecay s C A` is the entrywise bound for a complex matrix. No Hermiticity is required.

In `mul_decay`, the hypothesis `hs` is \(s\ge0\), `hK` is the row-sum bound, and `hA` and `hB` are the decay of the two factors. The case \(s=0\) is allowed, but there all weights equal 1 and the theorem only bounds the size of the entries. Decay of the input matrices is assumed, not derived from a Hamiltonian or a spectral gap.

In `dyson_decay`, the hypothesis `hsmall` is \(q<1\) and `hX` is the equation for \(X\). In `inverse_decay`, invertibility is expressed by `IsUnit (1 - A).det`. The lower bound `weight_sq_lower_bound` concerns the real weight matrix and holds for every real \(s\).

## How the lemmas divide the work

`decayWeight_pos` gives the positivity of the weights, which is used whenever one divides by them. `decayWeight_mul_le` is the path inequality. Its inner claim `key` says that a leg of length `x` with \(1+d(i,j)\le2(1+x)\) has weight at most \(2^sw_{ij}\). The split by `le_total` decides which leg is longer, and `nlinarith` finishes from two supplied facts: the resulting bound multiplied by the weight of the other leg, and the positivity of the remaining term.

`sum_decayWeight_mul_le` sums this over \(k\); its step `hcol` turns the column sum into a row sum by `dist_comm`. The `calc` block of `mul_decay` is the chain of inequalities for \(|(AB)_{ij}|\), preceded by the signs of \(C\) and \(D\) read off a diagonal entry. `pow_decay` is an induction on \(n\) that applies `mul_decay` once per step.

In `dyson_decay`, `Finite.exists_max` finds the pair at which the ratio \(|X_{ij}|/w_{ij}\) is largest. The step `h3` is \(M\le D+qM\), and `h4` solves it for \(M\). `inverse_decay` uses this theorem twice: first with zero source, on the matrix built from a null vector, then with the identity as source. Finally, `weight_sq_lower_bound` restricts the sum over intermediate orbitals to the set `{i, j}` and evaluates it with `Finset.sum_pair`.

## Exponential decay with a power-law factor

The same argument, here carried out only by hand, treats matrices bounded by \(C e^{-\gamma d(i,j)}w_{ij}\) and \(D e^{-\gamma d(i,j)}w_{ij}\) with \(\gamma\ge0\). The triangle inequality gives \(e^{-\gamma d(i,k)}e^{-\gamma d(k,j)}\le e^{-\gamma d(i,j)}\), and this factor can be taken out of the sum over \(k\). What remains is the sum already bounded above, so

\[
|(AB)_{ij}|\le 2^{s+1}KCD\,e^{-\gamma d(i,j)}w_{ij},
\]

with the same \(K\). The product keeps both the rate \(\gamma\) and the exponent \(s\).
